# Lumping the mass matrix of a single one-dimensional element with p+1 nodes changes it by at most rank one if the quadrature is exact below degree 2p

Let \(x_0,\dots,x_p\) be distinct nodes with weights \(w_0,\dots,w_p\), and suppose that the rule \(\sum_k w_k f(x_k)\) integrates every polynomial of degree below \(2p\) exactly over \([-1,1]\). Then the exact mass matrix of the Lagrange shape functions \(\ell_i\) is

\[
M=\operatorname{diag}(w)+c\,a a^{\mathsf T},\qquad c=\int_{-1}^{1}t^{2p}\,dt-\sum_k w_k x_k^{2p},
\]

where \(a_i\) is the leading coefficient of \(\ell_i\). Lumping replaces \(M\) by \(\operatorname{diag}(w)\). In a finite-element Schrödinger calculation \(M\) is the overlap matrix of the basis; here it belongs to a single one-dimensional reference element.

```lean
import Mathlib

open Polynomial Matrix

namespace MassLumping

noncomputable section

variable {p : ℕ} {x w : Fin (p + 1) → ℝ}
```

## Integral, quadrature and exactness

The integral \(I(f)=\int_{-1}^{1}f(t)\,dt\) is a linear functional on real polynomials.

```lean
/-- The integral of a polynomial over the reference element [-1,1]. -/
def elementIntegral : ℝ[X] →ₗ[ℝ] ℝ where
  toFun f := ∫ t in (-1 : ℝ)..1, f.eval t
  map_add' f g := by
    simp only [eval_add]
    exact intervalIntegral.integral_add (f.continuous.intervalIntegrable _ _)
      (g.continuous.intervalIntegrable _ _)
  map_smul' r f := by
    simp only [eval_smul, smul_eq_mul, RingHom.id_apply]
    exact intervalIntegral.integral_const_mul _ _
```

So is the quadrature \(Q(f)=\sum_k w_k f(x_k)\). Neither positive weights nor nodes inside \([-1,1]\) are required.

```lean
/-- The quadrature rule with nodes `x` and weights `w`. -/
def quadrature (x w : Fin (p + 1) → ℝ) : ℝ[X] →ₗ[ℝ] ℝ where
  toFun f := ∑ i, w i * f.eval (x i)
  map_add' f g := by simp only [eval_add, mul_add, Finset.sum_add_distrib]
  map_smul' r f := by
    simp only [eval_smul, smul_eq_mul, RingHom.id_apply, Finset.mul_sum]
    exact Finset.sum_congr rfl fun i _ => by ring
```

Exactness means \(Q(f)=I(f)\) whenever \(\deg f<2p\). It is a hypothesis on the rule; Gauss–Lobatto rules are the usual example for \(p\ge 1\). The strict inequality also makes sense at \(p=0\), where it asks only that the zero polynomial be integrated correctly.

```lean
/-- The rule integrates every polynomial of degree below 2p exactly. -/
def IsExact (x w : Fin (p + 1) → ℝ) : Prop :=
  ∀ f : ℝ[X], f.degree < ((2 * p : ℕ) : WithBot ℕ) → quadrature x w f = elementIntegral f
```

## The matrix and its correction

The shape function \(\ell_i\) is the Lagrange polynomial that equals 1 at \(x_i\) and 0 at the other nodes.

```lean
/-- The Lagrange shape function of node `i`. -/
def shape (x : Fin (p + 1) → ℝ) (i : Fin (p + 1)) : ℝ[X] := Lagrange.basis Finset.univ x i
```

Its leading coefficient is \(a_i=\prod_{j\ne i}(x_i-x_j)^{-1}\), which the code reads off the polynomial as `lead x i`.

```lean
/-- The leading coefficient of the shape function of node `i`. -/
def lead (x : Fin (p + 1) → ℝ) (i : Fin (p + 1)) : ℝ := (shape x i).leadingCoeff
```

The exact mass matrix has entries \(M_{ij}=I(\ell_i\ell_j)\).

```lean
/-- The exact mass matrix: integrals of products of two shape functions. -/
def mass (x : Fin (p + 1) → ℝ) : Matrix (Fin (p + 1)) (Fin (p + 1)) ℝ :=
  Matrix.of fun i j => elementIntegral (shape x i * shape x j)
```

The number \(c=I(x^{2p})-Q(x^{2p})\) is called `defect`. The order of subtraction matters: with the opposite sign, the correction would be added in the wrong direction.

```lean
/-- The quadrature error for the monomial of degree 2p: integral minus quadrature. -/
def defect (x w : Fin (p + 1) → ℝ) : ℝ :=
  elementIntegral (X ^ (2 * p)) - quadrature x w (X ^ (2 * p))
```

## Shape functions at distinct nodes

Each \(\ell_i\) is a product of \(p\) linear factors, so its degree is exactly \(p\). The hypothesis `Function.Injective x` says that the nodes are distinct.

```lean
lemma shape_natDegree (hx : Function.Injective x) (i : Fin (p + 1)) :
    (shape x i).natDegree = p := by
  apply natDegree_eq_of_degree_eq_some
  rw [shape, Lagrange.degree_basis hx.injOn (Finset.mem_univ i)]
  simp
```

Since \(\ell_i\) is not the zero polynomial, \(a_i\neq0\).

```lean
lemma lead_ne_zero (hx : Function.Injective x) (i : Fin (p + 1)) : lead x i ≠ 0 :=
  leadingCoeff_ne_zero.mpr (Lagrange.basis_ne_zero hx.injOn (Finset.mem_univ i))
```

At the nodes, \(\ell_i(x_j)=\delta_{ij}\).

```lean
lemma shape_eval (hx : Function.Injective x) (i j : Fin (p + 1)) :
    (shape x i).eval (x j) = if i = j then 1 else 0 := by
  by_cases h : i = j
  · subst h
    rw [if_pos rfl]
    exact Lagrange.eval_basis_self hx.injOn (Finset.mem_univ i)
  · rw [if_neg h]
    exact Lagrange.eval_basis_of_ne h (Finset.mem_univ j)
```

Quadrature therefore gives the lumped matrix:

\[
Q(\ell_i\ell_j)=\sum_k w_k\delta_{ik}\delta_{jk}=w_i\delta_{ij}.
\]

The proof keeps only the term \(k=i\). The vanishing off-diagonal entries do not make the shape functions orthogonal under the integral, because \(\ell_i\ell_j\) has degree \(2p\), one more than the rule is assumed to handle.

```lean
/-- At distinct nodes, quadrature of the products of shape functions gives the lumped
mass matrix, with the weights on its diagonal. -/
theorem quadrature_shape (hx : Function.Injective x) (i j : Fin (p + 1)) :
    quadrature x w (shape x i * shape x j) = diagonal w i j := by
  change ∑ k, w k * (shape x i * shape x j).eval (x k) = _
  simp only [eval_mul, shape_eval hx]
  rw [Finset.sum_eq_single i]
  · by_cases h : i = j
    · subst h; simp
    · simp [h, Ne.symm h]
  · intro k _ hk
    simp [hk.symm]
  · simp
```

## One monomial carries the whole error

The leading term of \(\ell_i\ell_j\) is \(a_ia_jx^{2p}\). Hence \(r=\ell_i\ell_j-a_ia_jx^{2p}\) has degree below \(2p\), and \(I(r)=Q(r)\). By linearity,

\[
I(\ell_i\ell_j)-Q(\ell_i\ell_j)=a_ia_j\bigl(I(x^{2p})-Q(x^{2p})\bigr)=c\,a_ia_j.
\]

In the code, `hdeg` checks that the coefficients of \(r\) vanish at degree \(2p\) and above; `linear_combination` then rearranges the exactness equation.

```lean
/-- For distinct nodes and a rule exact below degree 2p, the quadrature error of a product of
two shape functions is the error for x^(2p) times the two leading coefficients. -/
theorem product_error (hx : Function.Injective x) (hq : IsExact x w) (i j : Fin (p + 1)) :
    elementIntegral (shape x i * shape x j) - quadrature x w (shape x i * shape x j)
      = defect x w * (lead x i * lead x j) := by
  -- removing the leading term leaves a polynomial that the rule integrates exactly
  have hdeg : (shape x i * shape x j - (lead x i * lead x j) • (X : ℝ[X]) ^ (2 * p)).degree
      < ((2 * p : ℕ) : WithBot ℕ) := by
    rw [degree_lt_iff_coeff_zero]
    intro m hm
    rw [coeff_sub, coeff_smul, coeff_X_pow, smul_eq_mul]
    rcases Nat.eq_or_lt_of_le hm with h | h
    · have hc := coeff_mul_degree_add_degree (shape x i) (shape x j)
      rw [shape_natDegree hx, shape_natDegree hx, ← two_mul] at hc
      rw [← h, hc, if_pos rfl, mul_one]
      exact sub_self _
    · have hn := natDegree_mul_le (p := shape x i) (q := shape x j)
      rw [shape_natDegree hx, shape_natDegree hx] at hn
      rw [coeff_eq_zero_of_natDegree_lt (by omega), if_neg (by omega)]
      ring
  have h := hq _ hdeg
  simp only [map_sub, map_smul, smul_eq_mul] at h
  unfold defect
  linear_combination -h
```

Inserting \(Q(\ell_i\ell_j)=w_i\delta_{ij}\) gives \(M_{ij}=w_i\delta_{ij}+c\,a_ia_j\). In Lean, `vecMulVec (lead x) (lead x)` is \(aa^{\mathsf T}\).

```lean
/-- For distinct nodes and a rule exact below degree 2p, the exact mass matrix is the lumped
one plus a multiple of a aᵀ, where a holds the leading coefficients of the shape functions
and the factor is the quadrature error for x^(2p). -/
theorem mass_eq_lumped_add_rank_one (hx : Function.Injective x) (hq : IsExact x w) :
    mass x = diagonal w + defect x w • vecMulVec (lead x) (lead x) := by
  ext i j
  have hm : mass x i j = elementIntegral (shape x i * shape x j) := rfl
  have h := product_error hx hq i j
  rw [quadrature_shape hx] at h
  simp only [Matrix.add_apply, Matrix.smul_apply, vecMulVec_apply, smul_eq_mul]
  linarith
```

If \(c=0\), the correction vanishes. Conversely, if \(M=\operatorname{diag}(w)\), the \((0,0)\) entry gives \(c\,a_0^2=0\), and \(a_0\ne0\) forces \(c=0\).

```lean
/-- For distinct nodes and a rule exact below degree 2p, lumping changes nothing if and only if
the rule also integrates x^(2p) exactly. -/
theorem mass_eq_lumped_iff (hx : Function.Injective x) (hq : IsExact x w) :
    mass x = diagonal w ↔ quadrature x w (X ^ (2 * p)) = elementIntegral (X ^ (2 * p)) := by
  constructor
  · intro h
    have h0 := product_error hx hq 0 0
    have hm : elementIntegral (shape x 0 * shape x 0) = diagonal w 0 0 :=
      congrFun (congrFun h 0) 0
    rw [quadrature_shape hx, hm, sub_self] at h0
    have ha := mul_ne_zero (lead_ne_zero hx 0) (lead_ne_zero hx 0)
    have hc : defect x w = 0 := (mul_eq_zero.mp h0.symm).resolve_right ha
    unfold defect at hc
    linarith
  · intro h
    have hc : defect x w = 0 := by rw [defect, h, sub_self]
    rw [mass_eq_lumped_add_rank_one hx hq, hc, zero_smul, add_zero]
```

## Applying the mass matrix

For a vector \(v\) of nodal values,

\[
(Mv)_i=w_iv_i+c\,a_i\,(a\cdot v).
\]

In a matrix-free calculation on an element of length \(h\), one computes \(s=a\cdot v\) once and adds \(\tfrac h2(w_iv_i+c\,s\,a_i)\) to the global vector at each node. The factor \(h/2\) comes from the affine map to the reference element.

```lean
lemma mass_mulVec (hx : Function.Injective x) (hq : IsExact x w) (v : Fin (p + 1) → ℝ)
    (i : Fin (p + 1)) :
    (mass x *ᵥ v) i = w i * v i + defect x w * lead x i * (lead x ⬝ᵥ v) := by
  rw [mass_eq_lumped_add_rank_one hx hq]
  simp only [mulVec, dotProduct, Matrix.add_apply, Matrix.smul_apply, vecMulVec_apply,
    smul_eq_mul, add_mul, Finset.sum_add_distrib, Finset.mul_sum]
  congr 1
  · simp [Matrix.diagonal_apply]
  · exact Finset.sum_congr rfl fun j _ => by ring
```

If \(\deg f<p\), interpolation reproduces \(f=\sum_i f(x_i)\ell_i\). Comparing coefficients of \(x^p\) gives \(0=\sum_i a_if(x_i)\), so the correction does not act on these nodal values: \(M\) and \(\operatorname{diag}(w)\) give the same result.

```lean
/-- For distinct nodes and a rule exact below degree 2p, the exact and the lumped mass matrix
act alike on the nodal values of every polynomial of degree below p. -/
theorem mass_mulVec_low_degree (hx : Function.Injective x) (hq : IsExact x w) (f : ℝ[X])
    (hf : f.degree < (p : WithBot ℕ)) :
    mass x *ᵥ (fun i => f.eval (x i)) = fun i => w i * f.eval (x i) := by
  -- the coefficient of degree p in the interpolant of f vanishes
  have hcard : f.degree < ((Finset.univ : Finset (Fin (p + 1))).card : WithBot ℕ) := by
    rw [Finset.card_univ, Fintype.card_fin]
    exact hf.trans (by exact_mod_cast Nat.lt_succ_self p)
  have h := congrArg (fun g : ℝ[X] => g.coeff p) (Lagrange.eq_interpolate hx.injOn hcard)
  simp only [Lagrange.interpolate_apply, finsetSum_coeff, coeff_C_mul] at h
  rw [coeff_eq_zero_of_degree_lt hf] at h
  have h0 : lead x ⬝ᵥ (fun i => f.eval (x i)) = 0 := by
    rw [h]
    refine Finset.sum_congr rfl fun i _ => ?_
    rw [lead, leadingCoeff, shape_natDegree hx, shape, mul_comm]
  funext i
  rw [mass_mulVec hx hq, h0, mul_zero, add_zero]
```

## The trapezoidal rule

The monomial integrals are

\[
I(x^n)=\frac{1-(-1)^{n+1}}{n+1}.
\]

```lean
lemma elementIntegral_X_pow (n : ℕ) :
    elementIntegral (X ^ n) = (1 - (-1) ^ (n + 1)) / ((n : ℝ) + 1) := by
  change (∫ t in (-1 : ℝ)..1, ((X : ℝ[X]) ^ n).eval t) = _
  simp only [eval_pow, eval_X]
  rw [integral_pow, one_pow]
```

For \(p=1\), take nodes \(-1,1\) and unit weights, so that \(Q(x^n)=(-1)^n+1\). This agrees with the integral for \(n=0,1\), hence for every \(\alpha x+\beta\). For \(n=2\) it gives \(c=\tfrac23-2=-\tfrac43\). With \(a=(-\tfrac12,\tfrac12)\), the formula becomes

\[
M=\begin{pmatrix}1&0\\0&1\end{pmatrix}-\frac13\begin{pmatrix}1&-1\\-1&1\end{pmatrix}
=\frac13\begin{pmatrix}2&1\\1&2\end{pmatrix},
\]

the familiar mass matrix of the linear element. The code checks the distinct nodes, the exactness and the value of \(c\).

```lean
/-- The trapezoidal rule, with nodes -1 and 1 and unit weights, has distinct nodes, is exact
below degree 2, and has error -4/3 for x². -/
theorem trapezoid_witness :
    Function.Injective (![-1, 1] : Fin (1 + 1) → ℝ) ∧
      IsExact (p := 1) ![-1, 1] ![1, 1] ∧ defect (p := 1) ![-1, 1] ![1, 1] = -4 / 3 := by
  have hQ : ∀ n : ℕ, quadrature (p := 1) ![-1, 1] ![1, 1] (X ^ n) = (-1) ^ n + 1 := by
    intro n
    change ∑ i : Fin 2, (![1, 1] : Fin 2 → ℝ) i *
      ((X : ℝ[X]) ^ n).eval ((![-1, 1] : Fin 2 → ℝ) i) = _
    simp [Fin.sum_univ_two]
  refine ⟨?_, ?_, ?_⟩
  · intro i j
    fin_cases i <;> fin_cases j <;> norm_num
  · intro f hf
    rw [degree_lt_iff_coeff_zero] at hf
    have hn : f.natDegree ≤ 1 :=
      natDegree_le_iff_coeff_eq_zero.mpr fun m hm => hf m (by omega)
    obtain ⟨a, b, hab⟩ := exists_eq_X_add_C_of_natDegree_le_one hn
    have hf' : f = a • (X : ℝ[X]) ^ 1 + b • (X : ℝ[X]) ^ 0 := by
      rw [hab]; simp [smul_eq_C_mul]
    rw [hf']
    simp only [map_add, map_smul, hQ, elementIntegral_X_pow, smul_eq_mul]
    norm_num
  · rw [defect, hQ, elementIntegral_X_pow]
    norm_num

end

end MassLumping
```

```lean
#print axioms MassLumping.mass_eq_lumped_add_rank_one
#print axioms MassLumping.mass_eq_lumped_iff
#print axioms MassLumping.mass_mulVec_low_degree
```

```
'MassLumping.mass_eq_lumped_add_rank_one' depends on axioms: [propext, Classical.choice, Quot.sound]
'MassLumping.mass_eq_lumped_iff' depends on axioms: [propext, Classical.choice, Quot.sound]
'MassLumping.mass_mulVec_low_degree' depends on axioms: [propext, Classical.choice, Quot.sound]
```
